# Spin polarisation (1+2x)/(2+x²) in a real-amplitude p-wave model of the Fano effect

Circularly polarised light can eject spin-polarised photoelectrons from unpolarised s electrons, because spin-orbit coupling acts on the p waves of the continuum. This is the Fano effect. The z axis is taken along the light beam, and the spin is measured along it. A p electron with spin has six basis states, labelled by the orbital projection $m=1,0,-1$ and by spin up or down. Angular momenta are in units of $\hbar$.

In Lean 4 with Mathlib:

```lean
import Mathlib

open Matrix

namespace FanoEffect

noncomputable section
```

A state is a real $3\times2$ table $C$. Indices start at zero: rows $0,1,2$ stand for $m=1,0,-1$, and columns $0,1$ for spin up and down. Thus $C_{10}$ is the amplitude of $m=0$, spin up.

```lean
/-- A state of a p electron with spin, as its table of real coefficients: rows are
m = 1, 0, -1 and columns are spin up, spin down. -/
abbrev State := Matrix (Fin 3) (Fin 2) ℝ
```

For $l=1$, the raising operator $L_+$ takes $m=-1$ to $m=0$ and $m=0$ to $m=1$, each with factor $\sqrt2$.

```lean
/-- The orbital raising operator for l = 1. -/
def Lp : Matrix (Fin 3) (Fin 3) ℝ := !![0, √2, 0; 0, 0, √2; 0, 0, 0]
```

The operator $L_z$ is diagonal, with entries $1,0,-1$.

```lean
/-- The orbital z component for l = 1. -/
def Lz : Matrix (Fin 3) (Fin 3) ℝ := !![1, 0, 0; 0, 0, 0; 0, 0, -1]
```

For the spin, $S_+$ turns down into up.

```lean
/-- The spin raising operator. -/
def Sp : Matrix (Fin 2) (Fin 2) ℝ := !![0, 1; 0, 0]
```

The diagonal entries of $S_z$ are $\pm\tfrac12$.

```lean
/-- The spin z component. -/
def Sz : Matrix (Fin 2) (Fin 2) ℝ := !![1/2, 0; 0, -1/2]
```

## Total angular momentum and its projectors

An orbital operator mixes rows and so multiplies $C$ from the left. A spin operator mixes columns and multiplies from the right by its transpose. The sum $L+S$ therefore acts as $C\mapsto LC+CS^{T}$.

```lean
/-- The sum of an orbital operator and a spin operator, acting on a state. -/
def total (L : Matrix (Fin 3) (Fin 3) ℝ) (S : Matrix (Fin 2) (Fin 2) ℝ) (C : State) : State :=
  L * C + C * Sᵀ
```

Since $J_-J_+=J_x^2+J_y^2-J_z$, the squared total angular momentum is
$$J^2=J_-J_++J_z^2+J_z .$$
The matrices are real, so the lowering operators are the transposes of the raising operators.

```lean
/-- The squared total angular momentum, J² = J₋J₊ + Jz² + Jz. -/
def Jsq (C : State) : State :=
  total Lpᵀ Spᵀ (total Lp Sp C) + total Lz Sz (total Lz Sz C) + total Lz Sz C
```

The possible values $j(j+1)$ are $15/4$ for $j=3/2$ and $3/4$ for $j=1/2$. A linear polynomial that is 1 at the first value and 0 at the second gives
$$P_{3/2}=\tfrac13\left(J^2-\tfrac34\right).$$

```lean
/-- The projector P(3/2), as a polynomial in J². -/
def P3 (C : State) : State := (1/3 : ℝ) • (Jsq C - (3/4 : ℝ) • C)
```

The complementary polynomial is $P_{1/2}=\tfrac13\left(\tfrac{15}4-J^2\right)$.

```lean
/-- The projector P(1/2), as a polynomial in J². -/
def P1 (C : State) : State := (1/3 : ℝ) • ((15/4 : ℝ) • C - Jsq C)
```

## Excitation and measured intensities

Spin-orbit coupling makes the radial transition amplitude depend on $j$. Two real parameters, $R_3$ for $j=3/2$ and $R_1$ for $j=1/2$, represent these amplitudes; they are given, not computed from a radial equation. The excitation operator is $R_3P_{3/2}+R_1P_{1/2}$.

```lean
/-- The excitation operator R3 P(3/2) + R1 P(1/2). -/
def excite (R3 R1 : ℝ) (C : State) : State := R3 • P3 C + R1 • P1 C
```

It acts on the two states with $m=1$. They correspond to an s electron of either spin that has absorbed one unit of orbital angular momentum from circularly polarised light; the absorption enters only through this choice of states. The first has spin up.

```lean
/-- The state with m = 1 and spin up. -/
def ketUp : State := !![1, 0; 0, 0; 0, 0]
```

The second has spin down.

```lean
/-- The state with m = 1 and spin down. -/
def ketDown : State := !![0, 1; 0, 0; 0, 0]
```

The intensity carried by a state is its squared norm, $\sum_{m,s}C_{ms}^2$.

```lean
/-- The squared norm of a state. -/
def weight (C : State) : ℝ := ∑ m, ∑ s, C m s ^ 2
```

The initial spin is unpolarised, so intensities, not amplitudes, are added over the two initial spins. Averaging would halve every intensity and leave all ratios unchanged. The $j=3/2$ intensity $I_{3/2}$ is obtained by projecting the excited states.

```lean
/-- The intensity in the j = 3/2 channel, summed over the two initial spins. -/
def intensity3 (R3 R1 : ℝ) : ℝ :=
  weight (P3 (excite R3 R1 ketUp)) + weight (P3 (excite R3 R1 ketDown))
```

The $j=1/2$ intensity $I_{1/2}$ is defined in the same way.

```lean
/-- The intensity in the j = 1/2 channel, summed over the two initial spins. -/
def intensity1 (R3 R1 : ℝ) : ℝ :=
  weight (P1 (excite R3 R1 ketUp)) + weight (P1 (excite R3 R1 ketDown))
```

A spin detector that does not resolve $m$ measures $I_\uparrow$ or $I_\downarrow$, summed over $m$ and over the initial spins.

```lean
/-- The intensity with final spin s (0 is up, 1 is down), summed over m and over the two
initial spins. -/
def spinIntensity (R3 R1 : ℝ) (s : Fin 2) : ℝ :=
  ∑ m, (excite R3 R1 ketUp m s ^ 2 + excite R3 R1 ketDown m s ^ 2)
```

The spin polarisation is
$$\eta=\frac{I_\uparrow-I_\downarrow}{I_\uparrow+I_\downarrow}.$$

```lean
/-- The spin polarisation (up - down)/(up + down), for R3 and R1 not both zero. -/
def polarisation (R3 R1 : ℝ) : ℝ :=
  (spinIntensity R3 R1 0 - spinIntensity R3 R1 1) /
    (spinIntensity R3 R1 0 + spinIntensity R3 R1 1)
```

For $R_3\ne R_1$, the Fano parameter is $x=(2R_3+R_1)/(R_3-R_1)$.

```lean
/-- The Fano parameter x = (2 R3 + R1)/(R3 - R1), for R3 different from R1. -/
def fanoX (R3 R1 : ℝ) : ℝ := (2 * R3 + R1) / (R3 - R1)
```

## The matrix elements of J²

Expanding the square gives $J^2=L^2+S^2+2L_zS_z+L_+S_-+L_-S_+$, with $L^2+S^2=2+\tfrac34=\tfrac{11}4$. The term $2L_zS_z$ adds $1$ when $m$ and the spin projection have the same sign, $-1$ when they have opposite signs, and $0$ when $m=0$. The diagonal values are therefore $15/4$, $7/4$ and $11/4$. The ladder terms couple $C_{01}$ with $C_{10}$, and $C_{11}$ with $C_{20}$, each with strength $\sqrt2$.

The proof works from the definition of `Jsq` instead. The auxiliary statement `ht` writes the action of $L+S$ as sums over matrix entries; `fin_cases` then treats the six components separately, and `grind` finishes them with $(\sqrt2)^2=2$.

```lean
/-- The action of J² on the coefficients: it mixes only states with the same m + m_s. -/
theorem Jsq_eq (C : State) : Jsq C =
    !![15/4 * C 0 0, 7/4 * C 0 1 + √2 * C 1 0;
       √2 * C 0 1 + 11/4 * C 1 0, 11/4 * C 1 1 + √2 * C 2 0;
       √2 * C 1 1 + 7/4 * C 2 0, 15/4 * C 2 1] := by
  have h : √2 ^ 2 = (2 : ℝ) := Real.sq_sqrt (by norm_num)
  have ht : ∀ (L : Matrix (Fin 3) (Fin 3) ℝ) (S : Matrix (Fin 2) (Fin 2) ℝ) (D : State)
      (i : Fin 3) (j : Fin 2),
      total L S D i j = ∑ k, L i k * D k j + ∑ t, D i t * S j t := by
    intro L S D i j
    simp only [total, Matrix.add_apply, Matrix.mul_apply, Matrix.transpose_apply]
  ext i j
  -- write all products as sums before inserting the matrix entries
  simp only [Jsq, Matrix.add_apply, ht, Matrix.transpose_apply, Fin.sum_univ_three,
    Fin.sum_univ_two]
  fin_cases i <;> fin_cases j <;> simp [Lp, Lz, Sp, Sz] <;> grind
```

The two states with total projection $\pm3/2$ have eigenvalue $15/4$. Each coupled pair has diagonal elements $7/4$ and $11/4$, hence trace $9/2$ and determinant $\tfrac{77}{16}-2=\tfrac{45}{16}$. Its eigenvalues are $15/4$ and $3/4$, so
$$\left(J^2-\tfrac{15}4\right)\left(J^2-\tfrac34\right)=0 .$$
It follows that $J^2P_{3/2}=\tfrac{15}4P_{3/2}$ and $J^2P_{1/2}=\tfrac34P_{1/2}$. The two polynomials add to 1. Because $J^2$ is symmetric, the parts $P_{3/2}C$ and $P_{1/2}D$ are orthogonal for any states $C$ and $D$.

The theorem `projectors` states these four properties. The eigenvalue equations are checked component by component, `module` proves completeness, and `linear_combination` reduces orthogonality to $(\sqrt2)^2=2$.

```lean
/-- P(3/2) and P(1/2) split every state into parts with J² = 15/4 and J² = 3/4, and the two
ranges are orthogonal. -/
theorem projectors (C D : State) :
    Jsq (P3 C) = (15/4 : ℝ) • P3 C ∧ Jsq (P1 C) = (3/4 : ℝ) • P1 C ∧ P3 C + P1 C = C ∧
      ∑ m, ∑ s, P3 C m s * P1 D m s = 0 := by
  have h : √2 ^ 2 = (2 : ℝ) := Real.sq_sqrt (by norm_num)
  refine ⟨?_, ?_, ?_, ?_⟩
  · ext i j
    fin_cases i <;> fin_cases j <;> simp [P3, Jsq_eq] <;> grind
  · ext i j
    fin_cases i <;> fin_cases j <;> simp [P1, Jsq_eq] <;> grind
  · unfold P3 P1
    module
  · simp [P3, P1, Jsq_eq, Fin.sum_univ_three, Fin.sum_univ_two]
    linear_combination
      (-(1/9) * (C 0 1 * D 0 1 + C 1 0 * D 1 0 + C 1 1 * D 1 1 + C 2 0 * D 2 0)) * h
```

## Spin flip from unequal radial amplitudes

The state $|1,\uparrow\rangle$ is purely $j=3/2$ and is multiplied by $R_3$. For the other state,
$$P_{3/2}|1,\downarrow\rangle=\tfrac13|1,\downarrow\rangle+\tfrac{\sqrt2}3|0,\uparrow\rangle,\qquad
P_{1/2}|1,\downarrow\rangle=\tfrac23|1,\downarrow\rangle-\tfrac{\sqrt2}3|0,\uparrow\rangle .$$
The excited state is consequently
$$\frac{R_3+2R_1}3|1,\downarrow\rangle+\frac{\sqrt2(R_3-R_1)}3|0,\uparrow\rangle .$$
The spin-flipped part vanishes when the amplitudes are equal. The proof inserts the explicit form of $J^2$ and compares all components.

```lean
/-- The spin-up state is only scaled by R3, while the spin-down state acquires a
spin-flipped part with m = 0, proportional to R3 - R1. -/
theorem excite_kets (R3 R1 : ℝ) :
    excite R3 R1 ketUp = !![R3, 0; 0, 0; 0, 0] ∧
    excite R3 R1 ketDown = !![0, (R3 + 2 * R1) / 3; √2 * (R3 - R1) / 3, 0; 0, 0] := by
  constructor <;> ext i j <;> fin_cases i <;> fin_cases j <;>
    simp [excite, P3, P1, Jsq_eq, ketUp, ketDown] <;> grind
```

## Intensities by j and by spin

Initial spin up contributes $R_3^2$ to $j=3/2$ and nothing to $j=1/2$. Initial spin down contributes $R_3^2(\tfrac19+\tfrac29)=\tfrac13R_3^2$ and $R_1^2(\tfrac49+\tfrac29)=\tfrac23R_1^2$. Hence
$$I_{3/2}=\tfrac43R_3^2,\qquad I_{1/2}=\tfrac23R_1^2 .$$
The proof substitutes the two excited states from `excite_kets` and evaluates the finite sums.

```lean
/-- The intensities in the two j channels are 4 R3²/3 and 2 R1²/3. -/
theorem j_intensities (R3 R1 : ℝ) :
    intensity3 R3 R1 = 4/3 * R3 ^ 2 ∧ intensity1 R3 R1 = 2/3 * R1 ^ 2 := by
  have h : √2 ^ 2 = (2 : ℝ) := Real.sq_sqrt (by norm_num)
  obtain ⟨hu, hd⟩ := excite_kets R3 R1
  constructor
  · simp [intensity3, hu, hd, weight, P3, Jsq_eq, Fin.sum_univ_three, Fin.sum_univ_two]
    grind
  · simp [intensity1, hu, hd, weight, P1, Jsq_eq, Fin.sum_univ_three, Fin.sum_univ_two]
    grind
```

Sorting the same amplitudes by final spin gives
$$I_\uparrow=R_3^2+\tfrac29(R_3-R_1)^2,\qquad I_\downarrow=\tfrac19(R_3+2R_1)^2 .$$

```lean
/-- The intensities with final spin up and final spin down. -/
theorem spin_intensities (R3 R1 : ℝ) :
    spinIntensity R3 R1 0 = R3 ^ 2 + 2 * (R3 - R1) ^ 2 / 9 ∧
    spinIntensity R3 R1 1 = (R3 + 2 * R1) ^ 2 / 9 := by
  have h : √2 ^ 2 = (2 : ℝ) := Real.sq_sqrt (by norm_num)
  obtain ⟨hu, hd⟩ := excite_kets R3 R1
  constructor
  · simp [spinIntensity, hu, hd, Fin.sum_univ_three]
    grind
  · simp [spinIntensity, hu, hd, Fin.sum_univ_three]
    grind
```

If $R_1\ne0$, then $I_{1/2}>0$ and division gives
$$\frac{I_{3/2}}{I_{1/2}}=2\left(\frac{R_3}{R_1}\right)^2 .$$
Amplitudes of equal magnitude give the statistical ratio 2. In the proof, `positivity` handles the denominator, and `field_simp` with `ring` does the division.

```lean
/-- For R1 nonzero the j = 1/2 channel has positive intensity, and the intensity ratio of
j = 3/2 to j = 1/2 is 2 (R3/R1)². -/
theorem intensity_ratio (R3 R1 : ℝ) (h1 : R1 ≠ 0) :
    0 < intensity1 R3 R1 ∧ intensity3 R3 R1 / intensity1 R3 R1 = 2 * (R3 / R1) ^ 2 := by
  obtain ⟨h3, h2⟩ := j_intensities R3 R1
  rw [h3, h2]
  refine ⟨by positivity, ?_⟩
  field_simp
  ring
```

## The polarisation curve and its extremes

Let $d=R_3-R_1\ne0$. From $2R_3+R_1=xd$ one finds $R_3=(x+1)d/3$ and $R_1=(x-2)d/3$, so $R_3+2R_1=(x-1)d$. The spin intensities become
$$I_\uparrow=\frac{d^2}9\left[(x+1)^2+2\right],\qquad I_\downarrow=\frac{d^2}9(x-1)^2 .$$
Their difference is $\tfrac{2d^2}9(1+2x)$ and their sum is $\tfrac{2d^2}9(2+x^2)>0$. Therefore
$$\eta=\frac{1+2x}{2+x^2},\qquad
1-\eta=\frac{(x-1)^2}{2+x^2},\qquad
\eta+\frac12=\frac{(x+2)^2}{2(2+x^2)} .$$
Both distances are non-negative, so $-\tfrac12\le\eta\le1$. The upper value occurs exactly at $x=1$, which means $R_3=-2R_1$: the spin-down intensity is then zero. The lower value occurs exactly at $x=-2$, which means $R_1=4R_3$.

The theorem `fano_effect` assumes only $R_3\ne R_1$ and states the positive total, the formula, the interval and both equality cases. Its proof obtains the formula by cross-multiplication. For the bounds and equality cases it keeps $R_3$ and $R_1$, where the relevant squares are $(R_3+2R_1)^2$ and $(4R_3-R_1)^2$. A vanishing square gives the linear relation between the amplitudes, and substitution proves the converse.

In a one-electron calculation where the two continuum channels have equal phase shifts, this converts two real radial matrix elements into a spin polarisation summed over $m$. Real radial matrix elements alone are not enough: different phase shifts in general give the two amplitudes a complex relative phase, which changes the interference term in the spin intensities. The real model leaves this out, since it allows only the relative phases $0$ and $\pi$.

```lean
/-- Fano effect: for R3 different from R1 the total intensity is positive and the spin
polarisation is (1 + 2x)/(2 + x²). It lies between -1/2 and 1, equals 1 exactly when
R3 = -2 R1, and equals -1/2 exactly when R1 = 4 R3. -/
theorem fano_effect (R3 R1 : ℝ) (hne : R3 ≠ R1) :
    0 < spinIntensity R3 R1 0 + spinIntensity R3 R1 1 ∧
    polarisation R3 R1 = (1 + 2 * fanoX R3 R1) / (2 + fanoX R3 R1 ^ 2) ∧
    polarisation R3 R1 ∈ Set.Icc (-1/2 : ℝ) 1 ∧
    (polarisation R3 R1 = 1 ↔ R3 = -2 * R1) ∧
    (polarisation R3 R1 = -1/2 ↔ R1 = 4 * R3) := by
  have hd : R3 - R1 ≠ 0 := sub_ne_zero.mpr hne
  have hd2 : 0 < (R3 - R1) ^ 2 :=
    lt_of_le_of_ne (sq_nonneg _) (Ne.symm (pow_ne_zero 2 hd))
  obtain ⟨h0, h1⟩ := spin_intensities R3 R1
  unfold polarisation
  rw [h0, h1]
  have hT : 0 < R3 ^ 2 + 2 * (R3 - R1) ^ 2 / 9 + (R3 + 2 * R1) ^ 2 / 9 := by
    linarith [sq_nonneg R3, sq_nonneg (R3 + 2 * R1)]
  refine ⟨hT, ?_, ⟨?_, ?_⟩, ?_, ?_⟩
  · have hX : 2 + fanoX R3 R1 ^ 2 ≠ 0 := by positivity
    rw [div_eq_div_iff hT.ne' hX]
    unfold fanoX
    field_simp
    ring
  · -- the distance to the lower bound is a multiple of (4 R3 - R1)²
    rw [le_div_iff₀ hT]
    nlinarith [sq_nonneg (4 * R3 - R1)]
  · -- the distance to the upper bound is twice the spin-down intensity divided by the total
    rw [div_le_iff₀ hT]
    linarith [sq_nonneg (R3 + 2 * R1)]
  · rw [div_eq_iff hT.ne']
    constructor
    · intro h
      have hq : (R3 + 2 * R1) ^ 2 = 0 := by linear_combination (-9/2) * h
      have hl : R3 + 2 * R1 = 0 := (pow_eq_zero_iff two_ne_zero).mp hq
      linarith
    · intro h
      rw [h]
      ring
  · rw [div_eq_iff hT.ne']
    constructor
    · intro h
      have hq : (4 * R3 - R1) ^ 2 = 0 := by linear_combination 9 * h
      have hl : 4 * R3 - R1 = 0 := (pow_eq_zero_iff two_ne_zero).mp hq
      linarith
    · intro h
      rw [h]
      ring
```

The sign of the polarisation changes where the spin intensities cross. Their difference factorises as
$$I_\uparrow-I_\downarrow=\tfrac29(R_3-R_1)(5R_3+R_1),$$
so they agree exactly when $R_3=R_1$ or $R_1=-5R_3$. The first case is the absence of a spin-orbit difference between the amplitudes. In the second the amplitudes differ, unless both are zero, but the spin-flipped intensity compensates for the unequal spin-conserving ones. The proof uses this factorisation and `mul_eq_zero`. Equality of intensities is stated without a quotient, so the theorem also includes $R_3=R_1=0$, where both intensities vanish.

```lean
/-- The two spin intensities are equal exactly when R3 = R1 or R1 = -5 R3. -/
theorem unpolarised_iff (R3 R1 : ℝ) :
    spinIntensity R3 R1 0 = spinIntensity R3 R1 1 ↔ R3 = R1 ∨ R1 = -5 * R3 := by
  obtain ⟨h0, h1⟩ := spin_intensities R3 R1
  rw [h0, h1]
  constructor
  · intro h
    -- the difference of the intensities factorises
    have hf : (R3 - R1) * (5 * R3 + R1) = 0 := by linear_combination (9/2) * h
    rcases mul_eq_zero.mp hf with h | h
    · left
      linarith
    · right
      linarith
  · rintro (h | h)
    · rw [h]
      ring
    · rw [h]
      ring

end

end FanoEffect
```

```lean
#print axioms FanoEffect.projectors
#print axioms FanoEffect.intensity_ratio
#print axioms FanoEffect.fano_effect
#print axioms FanoEffect.unpolarised_iff
```

```
'FanoEffect.projectors' depends on axioms: [propext, Classical.choice, Quot.sound]
'FanoEffect.intensity_ratio' depends on axioms: [propext, Classical.choice, Quot.sound]
'FanoEffect.fano_effect' depends on axioms: [propext, Classical.choice, Quot.sound]
'FanoEffect.unpolarised_iff' depends on axioms: [propext, Classical.choice, Quot.sound]
```
